# A non-idempotent one-particle density matrix with whole-number trace is not an extreme point under the Pauli bounds

Let $\gamma$ be a complex $n\times n$ matrix such that $\gamma$ and $1-\gamma$ are positive semidefinite, $\operatorname{tr}\gamma=N$ is a natural number and $\gamma^2\neq\gamma$. Then there is a nonzero traceless Hermitian matrix $D$ such that $\gamma+D$, $\gamma-D$ and their complements $1-(\gamma\pm D)$ are all positive semidefinite. Since $\gamma$ is the midpoint of $\gamma+D$ and $\gamma-D$, it is not an extreme point of the set of matrices with these bounds and trace $N$.

For non-interacting electrons in a finite basis of orthonormal spin orbitals, the energy $\operatorname{tr}(h\gamma)$ is linear in $\gamma$, so one of $\gamma\pm D$ has an energy no higher than that of $\gamma$. A density matrix with fractional natural occupations (eigenvalues strictly between 0 and 1) is therefore never the only minimiser of this energy at fixed whole $N$.

## Density matrices and their occupations

```lean
import Mathlib

open Matrix
open scoped ComplexOrder

namespace EnsembleNotExtreme

noncomputable section

variable {n : Type*} [Fintype n] [DecidableEq n]
```

The type `n` labels a finite set of orthonormal spin orbitals, and `Matrix n n ℂ` is the type of complex matrices indexed by them. With `ComplexOrder` open, $0\le z$ for a complex number means that $z$ is real and nonnegative.

```lean
/-- The Pauli bounds on a one-particle density matrix: `γ` and `1 - γ` are both positive
semidefinite. -/
def PauliBounded (γ : Matrix n n ℂ) : Prop :=
  γ.PosSemidef ∧ (1 - γ).PosSemidef
```

`PauliBounded γ` is a proposition about $\gamma$. It says that every normalised spin orbital $x$ holds between zero and one electron: $0\le x^\dagger\gamma x\le 1$. Mathlib's `PosSemidef` includes being Hermitian. The bounds are the whole model; no $N$-electron wavefunction appears.

```lean
/-- The matrix `U diag(f) U†`, built from the columns of `U` as orbitals and the real numbers
`f` as their occupations. -/
def ofOccupations (U : Matrix n n ℂ) (f : n → ℝ) : Matrix n n ℂ :=
  U * diagonal (fun i => (f i : ℂ)) * Uᴴ
```

This is $U\,\mathrm{diag}(f)\,U^\dagger$, where `ᴴ` is the conjugate transpose. If $U$ is unitary with columns $u_i$, the matrix is $\sum_i f_i\,u_iu_i^\dagger$: natural orbitals $u_i$ with occupations $f_i$. The definition itself does not require $U$ to be unitary; the theorems that need this assume it as `Uᴴ * U = 1`.

```lean
/-- Adding `c` times a second set of occupations in the same orbitals adds `c` times the
second matrix. -/
theorem ofOccupations_add_smul (U : Matrix n n ℂ) (f g : n → ℝ) (c : ℝ) :
    ofOccupations U (fun i => f i + c * g i)
      = ofOccupations U f + (c : ℂ) • ofOccupations U g := by
  have h : diagonal (fun i => ((f i + c * g i : ℝ) : ℂ))
      = diagonal (fun i => (f i : ℂ)) + (c : ℂ) • diagonal (fun i => (g i : ℂ)) := by
    ext i j
    by_cases hij : i = j
    · subst hij
      simp
    · simp [hij]
  simp only [ofOccupations, h, Matrix.mul_add, Matrix.add_mul, Matrix.mul_smul,
    Matrix.smul_mul]
```

After the colon stands the claim, and after `:=` its proof. The claim is linearity in the occupations:
$$U\,\mathrm{diag}(f+cg)\,U^\dagger=U\,\mathrm{diag}(f)\,U^\dagger+c\,U\,\mathrm{diag}(g)\,U^\dagger .$$
The proof checks the diagonal matrices entry by entry, then multiplies out.

```lean
/-- In orthonormal orbitals the matrix is diagonal, with the occupations on the diagonal. -/
theorem occupations_readout {U : Matrix n n ℂ} (hU : Uᴴ * U = 1) (f : n → ℝ) :
    Uᴴ * ofOccupations U f * U = diagonal (fun i => (f i : ℂ)) := by
  calc Uᴴ * ofOccupations U f * U
      = (Uᴴ * U) * diagonal (fun i => (f i : ℂ)) * (Uᴴ * U) := by
        simp only [ofOccupations, Matrix.mul_assoc]
    _ = _ := by rw [hU, Matrix.one_mul, Matrix.mul_one]
```

Going back to the orbital basis recovers the occupations:
$$U^\dagger\bigl(U\,\mathrm{diag}(f)\,U^\dagger\bigr)U=(U^\dagger U)\,\mathrm{diag}(f)\,(U^\dagger U)=\mathrm{diag}(f).$$
The `calc` block is this same chain of equalities.

```lean
/-- Occupations between 0 and 1 in orthonormal orbitals give a matrix that obeys the Pauli
bounds. -/
theorem pauliBounded_ofOccupations {U : Matrix n n ℂ} (hU : Uᴴ * U = 1) {f : n → ℝ}
    (hf : ∀ i, 0 ≤ f i ∧ f i ≤ 1) : PauliBounded (ofOccupations U f) := by
  have psd : ∀ g : n → ℝ, (∀ i, 0 ≤ g i) → (ofOccupations U g).PosSemidef := fun g hg =>
    (Matrix.posSemidef_diagonal_iff.mpr
      (fun i => Complex.zero_le_real.mpr (hg i))).mul_mul_conjTranspose_same U
  refine ⟨psd f fun i => (hf i).1, ?_⟩
  -- the complement has the hole occupations `1 - f`
  have h1 : ofOccupations U (fun _ => 1) = 1 := by
    simp [ofOccupations, mul_eq_one_comm.mp hU]
  have h := ofOccupations_add_smul U (fun _ => 1) f (-1)
  have h2 : 1 - ofOccupations U f = ofOccupations U (fun i => 1 + (-1) * f i) := by
    rw [h, h1]
    simp [sub_eq_add_neg]
  rw [h2]
  exact psd _ fun i => by linarith [(hf i).2]
```

If all $g_i\ge0$, then for every vector $x$
$$x^\dagger U\,\mathrm{diag}(g)\,U^\dagger x=\sum_i g_i\,|(U^\dagger x)_i|^2\ge0 .$$
That is the local fact `psd`. It is used twice, for $g=f$ and for the hole occupations $g=1-f$. The second use needs $1-U\,\mathrm{diag}(f)\,U^\dagger=U\,\mathrm{diag}(1-f)\,U^\dagger$, which holds because a square matrix with $U^\dagger U=1$ also satisfies $UU^\dagger=1$.

```lean
/-- Every matrix that obeys the Pauli bounds has orthonormal natural orbitals with
occupations between 0 and 1. -/
theorem exists_natural_orbitals {γ : Matrix n n ℂ} (hγ : PauliBounded γ) :
    ∃ (U : Matrix n n ℂ) (f : n → ℝ), Uᴴ * U = 1 ∧ (∀ i, 0 ≤ f i ∧ f i ≤ 1) ∧
      γ = ofOccupations U f := by
  have hH := hγ.1.isHermitian
  let U : Matrix n n ℂ := hH.eigenvectorUnitary
  have hU : Uᴴ * U = 1 := Matrix.mem_unitaryGroup_iff'.mp hH.eigenvectorUnitary.2
  have hs : γ = ofOccupations U hH.eigenvalues := by
    have h := hH.spectral_theorem
    rw [Unitary.conjStarAlgAut_apply] at h
    exact h
  refine ⟨U, hH.eigenvalues, hU, fun i => ⟨hγ.1.eigenvalues_nonneg i, ?_⟩, hs⟩
  -- the hole occupation is a diagonal entry of `U† (1 - γ) U`
  have h := (hγ.2.conjTranspose_mul_mul_same U).diag_nonneg (i := i)
  have e : Uᴴ * (1 - γ) * U = 1 - diagonal (fun i => (hH.eigenvalues i : ℂ)) := by
    rw [Matrix.mul_sub, Matrix.sub_mul, Matrix.mul_one, hU, ← occupations_readout hU, ← hs]
  rw [e, Matrix.sub_apply, Matrix.one_apply_eq, Matrix.diagonal_apply_eq] at h
  have h' : (0 : ℂ) ≤ ((1 - hH.eigenvalues i : ℝ) : ℂ) := by
    rw [Complex.ofReal_sub, Complex.ofReal_one]
    exact h
  linarith [Complex.zero_le_real.mp h']
```

Conversely, every $\gamma$ that obeys the bounds has this form. The spectral theorem gives $\gamma=U\,\mathrm{diag}(f)\,U^\dagger$ with $f$ the eigenvalues. They are nonnegative because $\gamma$ is positive semidefinite, and
$$1-f_i=\bigl(U^\dagger(1-\gamma)U\bigr)_{ii}=u_i^\dagger(1-\gamma)u_i\ge0 .$$
The `refine` line supplies $U$, the eigenvalues and the lower bound; the rest proves the upper bound.

## A fractional occupation needs a partner

```lean
/-- If occupations between 0 and 1 add up to a whole number and one of them is fractional,
then another one is fractional too. -/
theorem exists_second_fractional {f : n → ℝ} (hf : ∀ i, 0 ≤ f i ∧ f i ≤ 1) {N : ℕ}
    (hN : ∑ i, f i = N) {i : n} (h0 : 0 < f i) (h1 : f i < 1) :
    ∃ j, j ≠ i ∧ 0 < f j ∧ f j < 1 := by
  classical
  by_contra hno
  have h01 : ∀ j, j ≠ i → f j = 0 ∨ f j = 1 := by
    intro j hj
    by_contra hc
    obtain ⟨ha, hb⟩ := not_or.mp hc
    exact hno ⟨j, hj, lt_of_le_of_ne (hf j).1 (Ne.symm ha), lt_of_le_of_ne (hf j).2 hb⟩
  -- the other orbitals then hold a whole number `M` of electrons
  obtain ⟨M, hM⟩ : ∃ M : ℕ, ∑ j ∈ Finset.univ.erase i, f j = M := by
    refine ⟨((Finset.univ.erase i).filter (fun j => f j = 1)).card, ?_⟩
    rw [← Finset.sum_boole]
    refine Finset.sum_congr rfl fun j hj => ?_
    rcases h01 j (Finset.ne_of_mem_erase hj) with h | h <;> simp [h]
  have hsum := Finset.add_sum_erase Finset.univ f (Finset.mem_univ i)
  rw [hM, hN] at hsum
  have ha : M < N := by
    have : (M : ℝ) < N := by linarith
    exact_mod_cast this
  have hb : N < M + 1 := by
    have : (N : ℝ) < M + 1 := by linarith
    exact_mod_cast this
  omega
```

Suppose $0<f_i<1$ and every other occupation is 0 or 1. The other orbitals then hold a whole number $M$ of electrons, namely the number of occupations equal to 1. Hence $f_i=N-M$, so $0<N-M<1$, which no integers satisfy.

The proof has the same shape. `by_contra` assumes that there is no second fractional occupation, `h01` makes the others 0 or 1, and `hM` counts them. The last lines derive $M<N$ and $N<M+1$, and `omega`, a tactic for linear integer arithmetic, finds the contradiction.

## Moving charge between two natural orbitals

```lean
/-- If `γ` obeys the Pauli bounds, has a whole number as trace and is not idempotent, then
some nonzero traceless Hermitian `D` can be both added to and subtracted from `γ` without
violating the Pauli bounds. -/
theorem exists_two_sided_shift {γ : Matrix n n ℂ} (hγ : PauliBounded γ) {N : ℕ}
    (hN : γ.trace = N) (hid : γ * γ ≠ γ) :
    ∃ D : Matrix n n ℂ, D ≠ 0 ∧ D.IsHermitian ∧ D.trace = 0 ∧
      PauliBounded (γ + D) ∧ PauliBounded (γ - D) := by
  obtain ⟨U, f, hU, hf, hs⟩ := exists_natural_orbitals hγ
  have htr : ∀ g : n → ℝ, (ofOccupations U g).trace = ((∑ i, g i : ℝ) : ℂ) := by
    intro g
    rw [ofOccupations, Matrix.trace_mul_comm, ← Matrix.mul_assoc, hU, Matrix.one_mul,
      Matrix.trace_diagonal, Complex.ofReal_sum]
  have hsum : ∑ i, f i = N := by
    rw [hs, htr] at hN
    exact_mod_cast hN
  -- a non-idempotent matrix has a fractional occupation
  obtain ⟨i, hi0, hi1⟩ : ∃ i, 0 < f i ∧ f i < 1 := by
    by_contra hno
    apply hid
    have hsq : ∀ i, (f i : ℂ) * f i = f i := by
      intro i
      by_cases h0 : f i = 0
      · simp [h0]
      · have h1 : f i = 1 := by
          by_contra h1
          exact hno ⟨i, lt_of_le_of_ne (hf i).1 (Ne.symm h0), lt_of_le_of_ne (hf i).2 h1⟩
        simp [h1]
    calc γ * γ = U * (diagonal (fun i => (f i : ℂ)) * (Uᴴ * U)
          * diagonal (fun i => (f i : ℂ))) * Uᴴ := by
          rw [hs]
          simp only [ofOccupations, Matrix.mul_assoc]
      _ = γ := by
          rw [hU, Matrix.mul_one, Matrix.diagonal_mul_diagonal, hs]
          simp only [hsq, ofOccupations]
  obtain ⟨j, hji, hj0, hj1⟩ := exists_second_fractional hf hsum hi0 hi1
  obtain ⟨ε, hε, h1, h2, h3, h4⟩ :
      ∃ ε : ℝ, 0 < ε ∧ ε ≤ f i ∧ ε ≤ 1 - f i ∧ ε ≤ f j ∧ ε ≤ 1 - f j :=
    ⟨min (min (f i) (1 - f i)) (min (f j) (1 - f j)),
      lt_min (lt_min hi0 (by linarith)) (lt_min hj0 (by linarith)),
      (min_le_left _ _).trans (min_le_left _ _), (min_le_left _ _).trans (min_le_right _ _),
      (min_le_right _ _).trans (min_le_left _ _), (min_le_right _ _).trans (min_le_right _ _)⟩
  -- move the charge `ε` from orbital `j` to orbital `i`
  let g : n → ℝ := fun k => (if k = i then ε else 0) - (if k = j then ε else 0)
  have gi : g i = ε := by simp [g, hji.symm]
  have gj : g j = -ε := by simp [g, hji]
  have hg : ∀ k, (0 ≤ f k + g k ∧ f k + g k ≤ 1) ∧ (0 ≤ f k - g k ∧ f k - g k ≤ 1) := by
    intro k
    by_cases hki : k = i
    · rw [hki, gi]
      refine ⟨⟨?_, ?_⟩, ?_, ?_⟩ <;> linarith
    · by_cases hkj : k = j
      · rw [hkj, gj]
        refine ⟨⟨?_, ?_⟩, ?_, ?_⟩ <;> linarith
      · have gk : g k = 0 := by simp [g, hki, hkj]
        rw [gk, add_zero, sub_zero]
        exact ⟨hf k, hf k⟩
  have hplus : PauliBounded (γ + ofOccupations U g) := by
    have e := ofOccupations_add_smul U f g 1
    rw [Complex.ofReal_one, one_smul, ← hs] at e
    rw [← e]
    exact pauliBounded_ofOccupations hU fun k => by simpa only [one_mul] using (hg k).1
  have hminus : PauliBounded (γ - ofOccupations U g) := by
    have e := ofOccupations_add_smul U f g (-1)
    rw [Complex.ofReal_neg, Complex.ofReal_one, neg_smul, one_smul, ← sub_eq_add_neg,
      ← hs] at e
    rw [← e]
    exact pauliBounded_ofOccupations hU fun k => by
      constructor <;> linarith [(hg k).2.1, (hg k).2.2]
  refine ⟨ofOccupations U g, ?_, ?_, ?_, hplus, hminus⟩
  · intro h
    have e := occupations_readout hU g
    rw [h, Matrix.mul_zero, Matrix.zero_mul] at e
    have e' := congrFun (congrFun e i) i
    rw [Matrix.zero_apply, Matrix.diagonal_apply_eq, gi] at e'
    exact hε.ne (by exact_mod_cast e')
  · have h := hplus.1.isHermitian.sub hγ.1.isHermitian
    rwa [add_sub_cancel_left] at h
  · rw [htr]
    simp [g, Finset.sum_sub_distrib]
```

Write $\gamma=U\,\mathrm{diag}(f)\,U^\dagger$ with all $f_k$ in $[0,1]$. The trace is $\sum_k f_k=N$, by cyclicity and $U^\dagger U=1$. If every $f_k$ were 0 or 1, then $f_k^2=f_k$ and
$$\gamma^2=U\,\mathrm{diag}(f^2)\,U^\dagger=\gamma,$$
against the hypothesis `hid`. So some $f_i$ is fractional, and by the previous theorem so is some $f_j$ with $j\ne i$. Set
$$\varepsilon=\min(f_i,\,1-f_i,\,f_j,\,1-f_j)>0,\qquad D=\varepsilon\,(u_iu_i^\dagger-u_ju_j^\dagger).$$

In Lean, $D$ is `ofOccupations U g`, where `g` is $\varepsilon$ at $i$, $-\varepsilon$ at $j$ and zero elsewhere. The occupations of $\gamma\pm D$ are $f_i\pm\varepsilon$, $f_j\mp\varepsilon$ and otherwise unchanged. All lie in $[0,1]$, which is `hg`, so both matrices obey the Pauli bounds (`hplus`, `hminus`).

The final `refine` leaves three claims:

- $D\ne0$, because $(U^\dagger DU)_{ii}=\varepsilon$.
- $D$ is Hermitian, as the difference of the Hermitian matrices $\gamma+D$ and $\gamma$.
- $\operatorname{tr}D=\varepsilon-\varepsilon=0$.

The smallest case with content has two orbitals. With one orbital, $\gamma$ is a whole number in $[0,1]$ and so idempotent; with none, it is the empty matrix, also idempotent. For two orbitals and $N=1$, take
$$\gamma=\begin{pmatrix}1/2&1/4\\1/4&1/2\end{pmatrix}.$$
Its natural orbitals are $(1,1)/\sqrt2$ and $(1,-1)/\sqrt2$, with occupations $3/4$ and $1/4$. Taking the first as $u_i$ gives $\varepsilon=1/4$ and
$$D=\begin{pmatrix}0&1/4\\1/4&0\end{pmatrix},\quad
\gamma+D=\begin{pmatrix}1/2&1/2\\1/2&1/2\end{pmatrix},\quad
\gamma-D=\begin{pmatrix}1/2&0\\0&1/2\end{pmatrix}.$$
The occupations are now $(1,0)$ and $(1/2,1/2)$, and the average of the two matrices is $\gamma$.

```lean
/-- A density matrix that is not idempotent is not an extreme point of the convex set of
matrices that obey the Pauli bounds and have the whole number `N` as trace. -/
theorem not_extreme_of_not_idempotent {γ : Matrix n n ℂ} {N : ℕ} (hid : γ * γ ≠ γ) :
    γ ∉ Set.extremePoints ℝ {ρ : Matrix n n ℂ | PauliBounded ρ ∧ ρ.trace = N} := by
  intro h
  obtain ⟨hmem, hext⟩ := mem_extremePoints_iff_left.mp h
  obtain ⟨D, hD, -, htr, hp, hm⟩ := exists_two_sided_shift hmem.1 hmem.2 hid
  -- `γ` is the midpoint of `γ + D` and `γ - D`
  have e := hext (γ + D) ⟨hp, by rw [Matrix.trace_add, htr, add_zero, hmem.2]⟩
    (γ - D) ⟨hm, by rw [Matrix.trace_sub, htr, sub_zero, hmem.2]⟩
    ⟨1 / 2, 1 / 2, by norm_num, by norm_num, by norm_num, by module⟩
  exact hD (add_eq_left.mp e)
```

The braces describe the set of all $\rho$ that obey the Pauli bounds and have trace $N$. A point of the set is extreme if it lies strictly between two points of the set only when both equal it; the `ℝ` says that the weights are real.

Assume that $\gamma$ is extreme. It then belongs to the set, so the previous theorem supplies $D$. Both $\gamma\pm D$ have trace $N$, and
$$\gamma=\tfrac12(\gamma+D)+\tfrac12(\gamma-D).$$
Extremality forces $\gamma+D=\gamma$, hence $D=0$, a contradiction. The bounds need not be assumed separately, since a matrix outside the set is not an extreme point of it. Read the other way round, the theorem says that every extreme point is idempotent.

## With trace 3/2 there may be no two-sided shift

```lean
/-- For the trace 3/2 the result fails: `diag(1, 1/2)` obeys the Pauli bounds and is not idempotent,
but zero is the only traceless `D` that can be both added to it and subtracted from it without
violating the Pauli bounds. -/
theorem fractional_trace_counterexample :
    PauliBounded (diagonal ![(1 : ℂ), 1 / 2]) ∧
    diagonal ![(1 : ℂ), 1 / 2] * diagonal ![(1 : ℂ), 1 / 2] ≠ diagonal ![(1 : ℂ), 1 / 2] ∧
    ∀ D : Matrix (Fin 2) (Fin 2) ℂ, D.trace = 0 →
      PauliBounded (diagonal ![(1 : ℂ), 1 / 2] + D) →
      PauliBounded (diagonal ![(1 : ℂ), 1 / 2] - D) → D = 0 := by
  refine ⟨?_, ?_, ?_⟩
  · have h := pauliBounded_ofOccupations (U := (1 : Matrix (Fin 2) (Fin 2) ℂ)) (by simp)
      (f := ![1, 1 / 2]) (by intro i; fin_cases i <;> norm_num)
    have e : ofOccupations (1 : Matrix (Fin 2) (Fin 2) ℂ) ![1, 1 / 2]
        = diagonal ![(1 : ℂ), 1 / 2] := by
      ext i j
      fin_cases i <;> fin_cases j <;> simp [ofOccupations]
    rwa [e] at h
  · intro h
    have h' := congrFun (congrFun h 1) 1
    norm_num [Matrix.diagonal_mul_diagonal] at h'
  · intro D htr hp hm
    -- the full orbital cannot change its occupation
    have ha : D 0 0 ≤ 0 := by simpa using hp.2.diag_nonneg (i := 0)
    have hb : 0 ≤ D 0 0 := by simpa using hm.2.diag_nonneg (i := 0)
    have h00 : D 0 0 = 0 := le_antisymm ha hb
    have h11 : D 1 1 = 0 := by
      rw [Matrix.trace_fin_two, h00, zero_add] at htr
      exact htr
    -- the determinant of the complement excludes a coupling of the two orbitals
    have hh : (starRingEnd ℂ) (D 1 0) = D 0 1 := by
      simpa using hp.2.isHermitian.apply 0 1
    have hdet : 0 ≤ -(D 0 1 * D 1 0) := by
      simpa [Matrix.det_fin_two, h00, h11] using hp.2.det_nonneg
    rw [← hh, ← Complex.normSq_eq_conj_mul_self] at hdet
    have hn : 0 ≤ -Complex.normSq (D 1 0) := by exact_mod_cast hdet
    have h10 : D 1 0 = 0 :=
      Complex.normSq_eq_zero.mp (le_antisymm (by linarith) (Complex.normSq_nonneg _))
    have h01 : D 0 1 = 0 := by rw [← hh, h10, map_zero]
    ext i j
    fin_cases i <;> fin_cases j <;> simp [h00, h01, h10, h11]

end

end EnsembleNotExtreme
```

`Fin 2` has the indices 0 and 1, and $\gamma=\mathrm{diag}(1,1/2)$. Its only fractional occupation has no partner. Let $D$ be traceless, with both $\gamma\pm D$ obeying the bounds. The complement of $\gamma+D$ is
$$1-\gamma-D=\begin{pmatrix}-D_{00}&-D_{01}\\-D_{10}&1/2-D_{11}\end{pmatrix}.$$
Its first diagonal entry gives $D_{00}\le0$, and the complement of $\gamma-D$ gives $D_{00}\ge0$. So $D_{00}=0$, and the trace gives $D_{11}=0$. The matrix above is positive semidefinite and hence Hermitian, so $D_{01}=\overline{D_{10}}$ (`hh`), and its determinant is now $-D_{01}D_{10}=-|D_{10}|^2$. It must be nonnegative, so the off-diagonal entries vanish too and $D=0$. The facts `h00`, `h11`, `hdet`, `h10` and `h01` record these steps in order.

```lean
#print axioms EnsembleNotExtreme.not_extreme_of_not_idempotent
#print axioms EnsembleNotExtreme.fractional_trace_counterexample
```

```
'EnsembleNotExtreme.not_extreme_of_not_idempotent' depends on axioms: [propext, Classical.choice, Quot.sound]
'EnsembleNotExtreme.fractional_trace_counterexample' depends on axioms: [propext, Classical.choice, Quot.sound]
```
